# For a positive definite Hessian, the rational function optimisation step differs from the Newton step at third order in the gradient

Q: A level shift can spoil Newton's method. In one dimension, with curvature $m>0$, gradient $g$ and a fixed shift $\mu<0$, the step $-g/(m-\mu)$ misses the Newton step $-g/m$ by the fraction $|\mu|/(m-\mu)$, however small $g$ is. Rational function optimisation (RFO) computes its own shift. Does that shift die out, and is the Lean statement really about RFO?

A: Vectors have components indexed by a finite set `n`, and `vnorm` is $\|v\|=\sqrt{v^Tv}$. The Hessian $H$ is a real square matrix, and `Coercive H m` says $m\|v\|^2\le v^THv$ for all $v$. A step $s$ and a shift $\lambda$ (`lam`) form an `IsRFOStep` when $Hs-\lambda s=-g$ and $\lambda=g^Ts$.

```lean
import Mathlib

open Matrix

namespace RationalFunctionOptimisation

noncomputable section

variable {n : Type*} [Fintype n]

/-- Euclidean length of a real coordinate vector. -/
def vnorm (v : n → ℝ) : ℝ := Real.sqrt (v ⬝ᵥ v)

/-- The curvature of `H` is at least `m` in every direction: `m ‖v‖² ≤ vᵀ H v`. -/
def Coercive (H : Matrix n n ℝ) (m : ℝ) : Prop :=
  ∀ v : n → ℝ, m * vnorm v ^ 2 ≤ v ⬝ᵥ H *ᵥ v

/-- The RFO equations for a step `s` and level shift `lam`, given Hessian `H` and gradient `g`:
`(H - lam) s = -g` and `lam = gᵀ s`. -/
structure IsRFOStep (H : Matrix n n ℝ) (g s : n → ℝ) (lam : ℝ) : Prop where
  shifted : H *ᵥ s - lam • s = -g
  shift_eq : lam = g ⬝ᵥ s
```

Q: There $\lambda$ is both an energy and a curvature.

A: The unit of length is fixed at one, as in the denominator of the model $E(t)=(g^Tt+\tfrac12t^THt)/(1+t^Tt)$ for a trial step $t$; scaled variants are not treated. The augmented Hessian is $A=\begin{pmatrix}H&g\\g^T&0\end{pmatrix}$, with `Unit` as the extra index, and `augVec s` is $(s,1)$, whose normalised form is $(s,1)/\sqrt{1+s^Ts}$.

```lean
/-- The rational model of the energy change, `(gᵀ t + ½ tᵀ H t) / (1 + tᵀ t)`. -/
def rationalModel (H : Matrix n n ℝ) (g t : n → ℝ) : ℝ :=
  (g ⬝ᵥ t + (1 / 2) * (t ⬝ᵥ H *ᵥ t)) / (1 + t ⬝ᵥ t)

/-- The augmented Hessian, the block matrix with rows `(H, g)` and `(gᵀ, 0)`. -/
def augHessian (H : Matrix n n ℝ) (g : n → ℝ) : Matrix (n ⊕ Unit) (n ⊕ Unit) ℝ :=
  fromBlocks H (of fun i _ => g i) (of fun _ j => g j) 0

/-- The augmented vector `(s, 1)`. -/
def augVec (s : n → ℝ) : n ⊕ Unit → ℝ := Sum.elim s fun _ => 1
```

Q: What drives the estimates?

A: The identities $\|v\|^2=v^Tv$ and $\|cv\|=|c|\|v\|$ for real $c$, and Cauchy–Schwarz. For any real $\mu$,
$$(m-\mu)\|v\|^2\le v^T(H-\mu)v\le\|v\|\,\|(H-\mu)v\|.$$
Dividing by $\|v\|$ gives `shifted_bound`, $(m-\mu)\|v\|\le\|(H-\mu)v\|$; the `rcases` sets aside $\|v\|=0$, where the left side vanishes.

```lean
/-- The squared length of a vector is its dot product with itself. -/
theorem vnorm_sq (v : n → ℝ) : vnorm v ^ 2 = v ⬝ᵥ v := by
  have h : 0 ≤ v ⬝ᵥ v := by
    unfold dotProduct
    exact Finset.sum_nonneg fun i _ => mul_self_nonneg (v i)
  unfold vnorm
  exact Real.sq_sqrt h

/-- Scaling a vector by `c` scales its length by `|c|`. -/
theorem vnorm_smul (c : ℝ) (v : n → ℝ) : vnorm (c • v) = |c| * vnorm v := by
  have h : (c • v) ⬝ᵥ (c • v) = (c * c) * (v ⬝ᵥ v) := by
    simp only [smul_dotProduct, dotProduct_smul, smul_eq_mul]
    ring
  unfold vnorm
  rw [h, Real.sqrt_mul (mul_self_nonneg c), Real.sqrt_mul_self_eq_abs]

/-- Cauchy-Schwarz inequality for the dot product. -/
theorem abs_dot_le (u v : n → ℝ) : |u ⬝ᵥ v| ≤ vnorm u * vnorm v := by
  have hu : 0 ≤ u ⬝ᵥ u := by
    rw [← vnorm_sq u]
    exact sq_nonneg _
  have h := Finset.sum_mul_sq_le_sq_mul_sq Finset.univ u v
  unfold vnorm
  rw [← Real.sqrt_mul hu]
  apply Real.abs_le_sqrt
  simpa only [dotProduct, sq] using h

/-- If the curvature of `H` is at least `m`, the shifted Hessian obeys
`(m - μ) ‖v‖ ≤ ‖(H - μ) v‖`. -/
theorem shifted_bound {H : Matrix n n ℝ} {m : ℝ} (hH : Coercive H m) (μ : ℝ) (v : n → ℝ) :
    (m - μ) * vnorm v ≤ vnorm (H *ᵥ v - μ • v) := by
  have h1 : m * vnorm v ^ 2 ≤ v ⬝ᵥ H *ᵥ v := hH v
  have h2 := (le_abs_self _).trans (abs_dot_le v (H *ᵥ v - μ • v))
  have he : v ⬝ᵥ (H *ᵥ v - μ • v) = v ⬝ᵥ H *ᵥ v - μ * vnorm v ^ 2 := by
    rw [dotProduct_sub, dotProduct_smul, smul_eq_mul, vnorm_sq]
  rw [he] at h2
  have h0 : 0 ≤ vnorm v := Real.sqrt_nonneg _
  have h3 : 0 ≤ vnorm (H *ᵥ v - μ • v) := Real.sqrt_nonneg _
  rcases h0.eq_or_lt with h | h
  · rw [← h, mul_zero]
    exact h3
  · -- divide `(m - μ) ‖v‖² ≤ ‖v‖ ‖(H - μ) v‖` by `‖v‖`
    refine le_of_mul_le_mul_left ?_ h
    nlinarith
```

Q: I know RFO as an eigenproblem.

A: Multiplying out, $A(s,1)=(Hs+g,\;g^Ts)$, which is `h1` and `h2`. Equating this to $\lambda(s,1)$ returns the two equations, in both directions. For a minimisation one takes the eigenvector of $A$ with the lowest eigenvalue and divides it by its last component to read off $s$. For symmetric $H$ that eigenvalue is at most zero, because $A$ has a zero on its diagonal. The theorems start from a given solution $(s,\lambda)$: its existence, and a nonzero last component, are assumed through `hs`.

```lean
/-- The RFO equations hold exactly when the augmented Hessian maps `(s, 1)` to
`lam` times `(s, 1)`. -/
theorem isRFOStep_iff_augmented (H : Matrix n n ℝ) (g s : n → ℝ) (lam : ℝ) :
    IsRFOStep H g s lam ↔ augHessian H g *ᵥ augVec s = lam • augVec s := by
  have h1 : ∀ i, (augHessian H g *ᵥ augVec s) (Sum.inl i) = (H *ᵥ s) i + g i := by
    intro i
    simp [augHessian, augVec, mulVec, dotProduct, Fintype.sum_sum_type]
  have h2 : ∀ u, (augHessian H g *ᵥ augVec s) (Sum.inr u) = g ⬝ᵥ s := by
    intro u
    simp [augHessian, augVec, mulVec, dotProduct, Fintype.sum_sum_type]
  constructor
  · rintro ⟨ha, hb⟩
    funext x
    rcases x with i | u
    · have hi := congrFun ha i
      simp only [Pi.sub_apply, Pi.smul_apply, Pi.neg_apply, smul_eq_mul] at hi
      rw [h1]
      simp only [augVec, Pi.smul_apply, Sum.elim_inl, smul_eq_mul]
      linarith
    · rw [h2]
      simp only [augVec, Pi.smul_apply, Sum.elim_inr, smul_eq_mul, mul_one]
      exact hb.symm
  · intro h
    refine ⟨?_, ?_⟩
    · funext i
      have hi := congrFun h (Sum.inl i)
      rw [h1] at hi
      simp only [augVec, Pi.smul_apply, Sum.elim_inl, smul_eq_mul] at hi
      simp only [Pi.sub_apply, Pi.smul_apply, Pi.neg_apply, smul_eq_mul]
      linarith
    · have hi := congrFun h (Sum.inr ())
      rw [h2] at hi
      simp only [augVec, Pi.smul_apply, Sum.elim_inr, smul_eq_mul, mul_one] at hi
      exact hi.symm
```

Q: And the rational function?

A: The shifted equation gives $t^THs=\lambda t^Ts-g^Tt$ (`e2`). At $t=s$ the numerator is $\lambda+\tfrac12(\lambda s^Ts-\lambda)=\tfrac\lambda2(1+s^Ts)$, so $E(s)=\lambda/2$. For symmetric $H$ and $\lambda\le m$, with $m$ of either sign,
$$0\le(t-s)^T(H-\lambda)(t-s)=t^THt+2g^Tt-\lambda(1+t^Tt),$$
which is $E(t)\ge\lambda/2$ for every $t$. Symmetry enters only in `hq`, to merge the cross terms; the bounds on the step do not assume it.

```lean
/-- For symmetric `H` with curvature at least `m`, an RFO step with shift `lam ≤ m` gives the
rational model the value `lam / 2`, and this is its global minimum. -/
theorem rfo_minimises_rationalModel {H : Matrix n n ℝ} {g s : n → ℝ} {m lam : ℝ}
    (hsymm : H.IsSymm) (hH : Coercive H m) (hlam : lam ≤ m) (hs : IsRFOStep H g s lam) :
    rationalModel H g s = lam / 2 ∧ ∀ t, rationalModel H g s ≤ rationalModel H g t := by
  have hnn : ∀ t : n → ℝ, 0 ≤ t ⬝ᵥ t := by
    intro t
    rw [← vnorm_sq t]
    exact sq_nonneg _
  have hpos : ∀ t : n → ℝ, 0 < 1 + t ⬝ᵥ t := by
    intro t
    linarith [hnn t]
  have hHs : H *ᵥ s = lam • s - g := by
    rw [sub_eq_iff_eq_add.mp hs.shifted]
    abel
  have hsym : ∀ a b : n → ℝ, a ⬝ᵥ H *ᵥ b = b ⬝ᵥ H *ᵥ a := by
    intro a b
    rw [dotProduct_mulVec, ← mulVec_transpose, hsymm.eq]
    exact dotProduct_comm _ _
  have e2 : ∀ t : n → ℝ, t ⬝ᵥ H *ᵥ s = lam * (t ⬝ᵥ s) - g ⬝ᵥ t := by
    intro t
    rw [hHs, dotProduct_sub, dotProduct_smul, smul_eq_mul, dotProduct_comm t g]
  have hval : rationalModel H g s = lam / 2 := by
    unfold rationalModel
    rw [div_eq_iff (hpos s).ne', e2 s, ← hs.shift_eq]
    ring
  refine ⟨hval, fun t => ?_⟩
  rw [hval]
  unfold rationalModel
  rw [le_div_iff₀ (hpos t)]
  -- complete the square: `(t - s)ᵀ (H - lam) (t - s) ≥ 0`
  have h : m * vnorm (t - s) ^ 2 ≤ (t - s) ⬝ᵥ H *ᵥ (t - s) := hH (t - s)
  rw [vnorm_sq] at h
  have hq : (t - s) ⬝ᵥ H *ᵥ (t - s) = t ⬝ᵥ H *ᵥ t - 2 * (t ⬝ᵥ H *ᵥ s) + s ⬝ᵥ H *ᵥ s := by
    rw [mulVec_sub, sub_dotProduct, dotProduct_sub, dotProduct_sub, hsym s t]
    ring
  have hd : (t - s) ⬝ᵥ (t - s) = t ⬝ᵥ t - 2 * (t ⬝ᵥ s) + s ⬝ᵥ s := by
    rw [sub_dotProduct, dotProduct_sub, dotProduct_sub, dotProduct_comm s t]
    ring
  have h3 := (mul_le_mul_of_nonneg_right hlam (hnn (t - s))).trans h
  rw [hd, hq, e2 t, e2 s, ← hs.shift_eq] at h3
  nlinarith [h3]
```

Q: Mathlib's inverse of a singular matrix is zero. Is $H^{-1}g$ honest?

A: For $m>0$ it is. If $\det H=0$, some $v\ne0$ has $Hv=0$, so $m\,v^Tv\le0$ and $v=0$, a contradiction. Hence $H(H^{-1}g)=g$.

```lean
variable [DecidableEq n]

/-- A Hessian with curvature at least `m > 0` is invertible, and `H⁻¹ g` solves `H p = g`. -/
theorem coercive_invertible {H : Matrix n n ℝ} {m : ℝ} (hm : 0 < m) (hH : Coercive H m) :
    IsUnit H.det ∧ ∀ g : n → ℝ, H *ᵥ (H⁻¹ *ᵥ g) = g := by
  have hu : IsUnit H.det := by
    rw [isUnit_iff_ne_zero]
    intro hdet
    obtain ⟨v, hv, hHv⟩ := Matrix.exists_mulVec_eq_zero_iff.mpr hdet
    have h1 : m * vnorm v ^ 2 ≤ v ⬝ᵥ H *ᵥ v := hH v
    rw [hHv, dotProduct_zero, vnorm_sq] at h1
    have h0 : 0 ≤ v ⬝ᵥ v := by
      rw [← vnorm_sq v]
      exact sq_nonneg _
    have hz : v ⬝ᵥ v = 0 := le_antisymm (by nlinarith) h0
    exact hv (dotProduct_self_eq_zero.mp hz)
  refine ⟨hu, fun g => ?_⟩
  rw [mulVec_mulVec, mul_nonsing_inv _ hu, one_mulVec]
```

Q: Now the bounds.

A: Take $m>0$ and $\lambda<m$. With $\mu=\lambda$, $v=s$ the basic inequality reads $(m-\lambda)\|s\|\le\|g\|$ (`c1`). Dotting the shifted equation with $s$ gives $-\lambda=s^T(H-\lambda)s\ge(m-\lambda)\|s\|^2\ge0$ (`c2`). Cauchy–Schwarz gives $|\lambda|=|g^Ts|\le\|g\|\|s\|\le\|g\|^2/(m-\lambda)$ (`c3`). The deviation from the Newton step, $e=s+H^{-1}g$, obeys $He=Hs+g=\lambda s$ (`he`), and $\mu=0$ yields
$$m\|e\|\le|\lambda|\,\|s\|\le\frac{\|g\|^3}{(m-\lambda)^2}.$$

```lean
/-- For curvature at least `m > 0` and shift `lam < m`, an RFO step has `‖s‖ ≤ ‖g‖/(m - lam)`,
`lam ≤ 0`, `|lam| ≤ ‖g‖²/(m - lam)` and `‖s + H⁻¹ g‖ ≤ ‖g‖³/(m (m - lam)²)`. -/
theorem rfo_sharp_bounds {H : Matrix n n ℝ} {g s : n → ℝ} {m lam : ℝ}
    (hm : 0 < m) (hH : Coercive H m) (hlam : lam < m) (hs : IsRFOStep H g s lam) :
    vnorm s ≤ vnorm g / (m - lam) ∧ lam ≤ 0 ∧ |lam| ≤ vnorm g ^ 2 / (m - lam) ∧
      vnorm (s + H⁻¹ *ᵥ g) ≤ vnorm g ^ 3 / (m * (m - lam) ^ 2) := by
  have hd : 0 < m - lam := by linarith
  have hg : 0 ≤ vnorm g := Real.sqrt_nonneg _
  have hs0 : 0 ≤ vnorm s := Real.sqrt_nonneg _
  have hneg : vnorm (-g) = vnorm g := by
    unfold vnorm
    rw [neg_dotProduct, dotProduct_neg, neg_neg]
  -- step length from the shifted Hessian
  have b1 := shifted_bound hH lam s
  rw [hs.shifted, hneg] at b1
  have c1 : vnorm s ≤ vnorm g / (m - lam) := by
    rw [le_div_iff₀ hd]
    linarith
  -- sign of the shift from `sᵀ (H - lam) s = -lam`
  have c2 : lam ≤ 0 := by
    have he : s ⬝ᵥ (H *ᵥ s - lam • s) = -lam := by
      rw [hs.shifted, dotProduct_neg, dotProduct_comm s g, ← hs.shift_eq]
    rw [dotProduct_sub, dotProduct_smul, smul_eq_mul, ← vnorm_sq s] at he
    have h1 : m * vnorm s ^ 2 ≤ s ⬝ᵥ H *ᵥ s := hH s
    have h2 := mul_nonneg hd.le (sq_nonneg (vnorm s))
    nlinarith
  have c3 : |lam| ≤ vnorm g ^ 2 / (m - lam) := by
    calc |lam| = |g ⬝ᵥ s| := by rw [← hs.shift_eq]
      _ ≤ vnorm g * vnorm s := abs_dot_le g s
      _ ≤ vnorm g * (vnorm g / (m - lam)) := mul_le_mul_of_nonneg_left c1 hg
      _ = vnorm g ^ 2 / (m - lam) := by ring
  refine ⟨c1, c2, c3, ?_⟩
  -- the deviation from the Newton step solves `H e = lam s`
  have he : H *ᵥ (s + H⁻¹ *ᵥ g) = lam • s := by
    rw [mulVec_add, (coercive_invertible hm hH).2 g, sub_eq_iff_eq_add.mp hs.shifted]
    abel
  have b := shifted_bound hH 0 (s + H⁻¹ *ᵥ g)
  rw [sub_zero, zero_smul, sub_zero, he, vnorm_smul] at b
  have b' : |lam| * vnorm s ≤ vnorm g ^ 2 / (m - lam) * (vnorm g / (m - lam)) :=
    mul_le_mul c3 c1 hs0 (div_nonneg (sq_nonneg _) hd.le)
  have e : vnorm g ^ 3 / (m * (m - lam) ^ 2)
      = vnorm g ^ 2 / (m - lam) * (vnorm g / (m - lam)) / m := by
    rw [div_mul_div_comm, div_div]
    congr 1
    ring
  rw [e, le_div_iff₀ hm]
  linarith
```

A: For $\lambda\le0$ we have $\lambda<m$ and $m-\lambda\ge m$, so shrinking the denominators gives the main theorem: $|\lambda|\le\|g\|^2/m$ and $\|s+H^{-1}g\|\le\|g\|^3/m^3$.

```lean
/-- For curvature at least `m > 0` and shift `lam ≤ 0`, an RFO step has `|lam| ≤ ‖g‖²/m` and
differs from the Newton step `-H⁻¹ g` by at most `‖g‖³/m³`. -/
theorem rfo_approaches_newton {H : Matrix n n ℝ} {g s : n → ℝ} {m lam : ℝ}
    (hm : 0 < m) (hH : Coercive H m) (hlam : lam ≤ 0) (hs : IsRFOStep H g s lam) :
    |lam| ≤ vnorm g ^ 2 / m ∧ vnorm (s + H⁻¹ *ᵥ g) ≤ vnorm g ^ 3 / m ^ 3 := by
  obtain ⟨-, -, c3, c4⟩ := rfo_sharp_bounds hm hH (by linarith) hs
  have hg : 0 ≤ vnorm g := Real.sqrt_nonneg _
  have hmd : m ≤ m - lam := by linarith
  have hcube : m ^ 3 ≤ m * (m - lam) ^ 2 := by
    calc m ^ 3 = m * m ^ 2 := by ring
      _ ≤ m * (m - lam) ^ 2 :=
        mul_le_mul_of_nonneg_left (pow_le_pow_left₀ hm.le hmd 2) hm.le
  exact ⟨c3.trans (div_le_div_of_nonneg_left (sq_nonneg _) hm hmd),
    c4.trans (div_le_div_of_nonneg_left (pow_nonneg hg 3) (pow_pos hm 3) hcube)⟩
```

Q: The Newton step itself shrinks with $g$. A small absolute error may mean little.

A: Apply $H-\lambda$ instead: $(H-\lambda)e=\lambda s-\lambda s-\lambda H^{-1}g=-\lambda H^{-1}g$. Then $m\|e\|\le(m-\lambda)\|e\|\le|\lambda|\,\|H^{-1}g\|$, and the bound on $|\lambda|$ gives $\|e\|\le(\|g\|^2/m^2)\,\|H^{-1}g\|$. The fraction that stayed constant for your fixed shift now falls at least as fast as $\|g\|^2$.

```lean
/-- For curvature at least `m > 0` and shift `lam ≤ 0`, the deviation of the RFO step from the
Newton step is at most `‖g‖²/m²` times the length of `H⁻¹ g`. -/
theorem rfo_relative_error {H : Matrix n n ℝ} {g s : n → ℝ} {m lam : ℝ}
    (hm : 0 < m) (hH : Coercive H m) (hlam : lam ≤ 0) (hs : IsRFOStep H g s lam) :
    vnorm (s + H⁻¹ *ᵥ g) ≤ vnorm g ^ 2 / m ^ 2 * vnorm (H⁻¹ *ᵥ g) := by
  have c := (rfo_approaches_newton hm hH hlam hs).1
  -- the deviation solves `(H - lam) e = -lam H⁻¹ g`
  have he : H *ᵥ (s + H⁻¹ *ᵥ g) - lam • (s + H⁻¹ *ᵥ g) = (-lam) • (H⁻¹ *ᵥ g) := by
    rw [mulVec_add, (coercive_invertible hm hH).2 g, smul_add,
      sub_eq_iff_eq_add.mp hs.shifted, neg_smul]
    abel
  have b := shifted_bound hH lam (s + H⁻¹ *ᵥ g)
  rw [he, vnorm_smul, abs_neg] at b
  have h0 : 0 ≤ vnorm (s + H⁻¹ *ᵥ g) := Real.sqrt_nonneg _
  have hp : 0 ≤ vnorm (H⁻¹ *ᵥ g) := Real.sqrt_nonneg _
  have h1 : m * vnorm (s + H⁻¹ *ᵥ g) ≤ (m - lam) * vnorm (s + H⁻¹ *ᵥ g) :=
    mul_le_mul_of_nonneg_right (by linarith) h0
  have h2 := mul_le_mul_of_nonneg_right c hp
  have e : vnorm g ^ 2 / m ^ 2 * vnorm (H⁻¹ *ᵥ g)
      = vnorm g ^ 2 / m * vnorm (H⁻¹ *ᵥ g) / m := by ring
  rw [e, le_div_iff₀ hm]
  linarith
```

Q: Are these bounds loose?

A: For $H=m\mathbb 1$, with $\mathbb 1$ the identity, $m>0$ and $\lambda<m$, the shift and error bounds with $m-\lambda$ are equalities. There $s=-g/(m-\lambda)$ (`hsol`), $\lambda=-\|g\|^2/(m-\lambda)$ (`hl`), and
$$e=\Big(\frac1m-\frac1{m-\lambda}\Big)g=\frac{-\lambda}{m(m-\lambda)}\,g=\frac{\|g\|^2}{m(m-\lambda)^2}\,g,$$
the coefficient being `hc`. One dimension is always of this kind. Solving $\lambda(m-\lambda)=-g^2$ there, a step not carried out in Lean, gives $\lambda=\tfrac12\big(m\pm\sqrt{m^2+4g^2}\big)$. The lower root behaves as $-g^2/m$ for small $g$. For $g\neq0$ the upper root exceeds $m$ and its step goes uphill; the condition on $\lambda$ excludes it.

```lean
/-- For the isotropic Hessian `m · 1` with `m > 0` and shift `lam < m`, an RFO step has
`|lam| = ‖g‖²/(m - lam)` and `‖s + H⁻¹ g‖ = ‖g‖³/(m (m - lam)²)`. -/
theorem rfo_isotropic_equality {g s : n → ℝ} {m lam : ℝ} (hm : 0 < m) (hlam : lam < m)
    (hs : IsRFOStep (m • (1 : Matrix n n ℝ)) g s lam) :
    |lam| = vnorm g ^ 2 / (m - lam) ∧
      vnorm (s + (m • (1 : Matrix n n ℝ))⁻¹ *ᵥ g) = vnorm g ^ 3 / (m * (m - lam) ^ 2) := by
  have hd : 0 < m - lam := by linarith
  have hinv : (m • (1 : Matrix n n ℝ))⁻¹ = m⁻¹ • (1 : Matrix n n ℝ) :=
    inv_eq_right_inv (by
      rw [Matrix.smul_mul, Matrix.one_mul, smul_smul, mul_inv_cancel₀ hm.ne', one_smul])
  have hsm : ∀ (c : ℝ) (v : n → ℝ), (c • (1 : Matrix n n ℝ)) *ᵥ v = c • v := by
    intro c v
    ext i
    simp [mulVec, dotProduct, Matrix.one_apply]
  have h1 := hs.shifted
  rw [hsm] at h1
  have h2 : (m - lam) • s = -g := by
    rw [sub_smul]
    exact h1
  -- the step is antiparallel to the gradient
  have hsol : s = (-(m - lam)⁻¹) • g := by
    calc s = (m - lam)⁻¹ • ((m - lam) • s) := by
          rw [smul_smul, inv_mul_cancel₀ hd.ne', one_smul]
      _ = (-(m - lam)⁻¹) • g := by rw [h2, smul_neg, neg_smul]
  have hl : lam = -(vnorm g ^ 2 / (m - lam)) := by
    calc lam = g ⬝ᵥ s := hs.shift_eq
      _ = g ⬝ᵥ ((-(m - lam)⁻¹) • g) := by rw [← hsol]
      _ = -(vnorm g ^ 2 / (m - lam)) := by
          rw [dotProduct_smul, smul_eq_mul, vnorm_sq]
          ring
  have hl' : vnorm g ^ 2 = -lam * (m - lam) := by
    have h : vnorm g ^ 2 / (m - lam) * (m - lam) = vnorm g ^ 2 := div_mul_cancel₀ _ hd.ne'
    have h' : vnorm g ^ 2 / (m - lam) = -lam := by linarith
    rw [h'] at h
    exact h.symm
  have hX : 0 < m * (m - lam) ^ 2 := mul_pos hm (pow_pos hd 2)
  have hc : -(m - lam)⁻¹ + m⁻¹ = vnorm g ^ 2 / (m * (m - lam) ^ 2) := by
    have hD : (m - lam) * (m - lam)⁻¹ = 1 := mul_inv_cancel₀ hd.ne'
    have hM : m * m⁻¹ = 1 := mul_inv_cancel₀ hm.ne'
    rw [eq_div_iff hX.ne', hl']
    linear_combination (-(m * (m - lam))) * hD + (m - lam) ^ 2 * hM
  constructor
  · calc |lam| = |-(vnorm g ^ 2 / (m - lam))| := congrArg (fun x => |x|) hl
      _ = vnorm g ^ 2 / (m - lam) := by
          rw [abs_neg, abs_of_nonneg (div_nonneg (sq_nonneg _) hd.le)]
  · have hv : s + m⁻¹ • g = (vnorm g ^ 2 / (m * (m - lam) ^ 2)) • g := by
      rw [← hc, add_smul, ← hsol]
    rw [hinv, hsm, hv, vnorm_smul, abs_of_nonneg (div_nonneg (sq_nonneg _) hX.le)]
    ring
```

Q: Show me an anisotropic solution.

A: Take $H=\mathrm{diag}(1,7)$, $m=1$, $g=(1,2)$, $s=(-\tfrac12,-\tfrac14)$, $\lambda=-1$. Then $(H-\lambda)s=(-1,-2)=-g$ and $g^Ts=-1$. With components $v_0,v_1$, coercivity is $v^THv-\|v\|^2=6v_1^2\ge0$. The normalised eigenvector of $A$ for $\lambda=-1$ is $(-2,-1,4)/\sqrt{21}$.

```lean
/-- The symmetric Hessian `diag(1, 7)` has curvature at least `1`, and for the gradient `(1, 2)`
the step `(-1/2, -1/4)` with shift `-1` solves the RFO equations. -/
theorem rfo_witness :
    (!![1, 0; 0, 7] : Matrix (Fin 2) (Fin 2) ℝ).IsSymm ∧
      Coercive (!![1, 0; 0, 7] : Matrix (Fin 2) (Fin 2) ℝ) 1 ∧
      IsRFOStep (!![1, 0; 0, 7] : Matrix (Fin 2) (Fin 2) ℝ) ![1, 2] ![-1 / 2, -1 / 4] (-1) := by
  refine ⟨?_, ?_, ?_, ?_⟩
  · unfold Matrix.IsSymm
    ext i j
    fin_cases i <;> fin_cases j <;> simp [Matrix.transpose_apply]
  · intro v
    rw [vnorm_sq]
    simp [mulVec, dotProduct, Fin.sum_univ_two]
    nlinarith [mul_self_nonneg (v 1)]
  · ext i
    fin_cases i <;> simp
    all_goals norm_num
  · simp [dotProduct, Fin.sum_univ_two]
    norm_num

end

end RationalFunctionOptimisation
```

```lean
#print axioms RationalFunctionOptimisation.rfo_minimises_rationalModel
-- 'RationalFunctionOptimisation.rfo_minimises_rationalModel' depends on axioms: [propext, Classical.choice, Quot.sound]
#print axioms RationalFunctionOptimisation.rfo_approaches_newton
-- 'RationalFunctionOptimisation.rfo_approaches_newton' depends on axioms: [propext, Classical.choice, Quot.sound]
#print axioms RationalFunctionOptimisation.rfo_relative_error
-- 'RationalFunctionOptimisation.rfo_relative_error' depends on axioms: [propext, Classical.choice, Quot.sound]
#print axioms RationalFunctionOptimisation.rfo_isotropic_equality
-- 'RationalFunctionOptimisation.rfo_isotropic_equality' depends on axioms: [propext, Classical.choice, Quot.sound]
```

Q: So RFO converges quadratically?

A: That is not stated. The theorems compare one RFO step with one Newton step for the same $H$ and $g$; no energy surface and no iteration appear, and $H$ may be an exact or an updated Hessian. The comparison bears on molecular geometry optimisation and on orbital-rotation steps near a minimum, in finitely many real coordinates with curvature at least $m>0$, which leaves out transition states and unprojected translations and rotations.
